# The least moment of inertia of point masses over all lines is their smallest central principal moment

Two masses $m_1, m_2 > 0$ sit a distance $d > 0$ apart, and we look for the line about which their moment of inertia is smallest. Let $M = m_1 + m_2$. Take a line at angle $\theta$ to the join, passing at distance $h$ from the centre of mass.

If $h = 0$, the masses lie at distances $(m_2 d/M)\sin\theta$ and $(m_1 d/M)\sin\theta$ from the line. Shifting the line parallel to itself adds $Mh^2$, by the parallel axis theorem derived below. The moment is therefore

$$S = \frac{m_1 m_2}{M}\, d^2 \sin^2\theta + M h^2 .$$

The first term depends only on direction, the second only on the offset from the centre of mass, and each can be minimised separately. The least value is $0$, reached by the line through both masses. It is also the smallest eigenvalue of the central inertia tensor, whose eigenvalues are $0$ and, twice, $m_1 m_2 d^2/M$.

For any finite set of points the same split holds, with the first term replaced by the quadratic form of the central inertia tensor, evaluated at a unit vector along the line. The theorems need only a positive total mass, which positive masses at one or more points always give.

## Lines, moments and the inertia tensor

The points are labelled by a finite type `ι`, with masses `m i` and positions `x i`.

In Lean 4 with Mathlib:

```lean
import Mathlib

open Matrix

namespace BestAxis

noncomputable section

variable {ι : Type*} [Fintype ι]
```

A vector has three real components, numbered 0, 1, 2. Lengths are always expressed through the dot product `⬝ᵥ`.

```lean
/-- Vectors of three-dimensional space. -/
abbrev Vec := Fin 3 → ℝ
```

A line is given by a point $p$ on it and a direction $u$. The squared distance from $y$ to the line is the infimum over real $t$ of $|y - (p + t u)|^2$.

```lean
/-- Squared distance from `y` to the line through `p` along `u`: the infimum of the squared
distances from `y` to the points `p + t u`. -/
def lineSqDist (p u y : Vec) : ℝ :=
  ⨅ t : ℝ, (y - (p + t • u)) ⬝ᵥ (y - (p + t • u))
```

Weighting by mass and summing gives the moment of inertia about the line, $S(p,u) = \sum_i m_i\, \mathrm{dist}^2(x_i)$.

```lean
/-- Mass-weighted sum of squared distances to the line through `p` along `u`. -/
def lineMoment (m : ι → ℝ) (x : ι → Vec) (p u : Vec) : ℝ :=
  ∑ i, m i * lineSqDist p u (x i)
```

The centre of mass is $c = M^{-1}\sum_i m_i x_i$, where from here on $M = \sum_i m_i$.

```lean
/-- Centre of mass, for nonzero total mass. -/
def centreOfMass (m : ι → ℝ) (x : ι → Vec) : Vec :=
  (∑ i, m i)⁻¹ • ∑ i, m i • x i
```

The inertia tensor about a point, with $r_i$ the position of mass $i$ relative to that point, is

$$I_{ab} = \sum_i m_i\left(|r_i|^2\delta_{ab} - r_{i,a}\, r_{i,b}\right).$$

It is called central when the point is the centre of mass. In the code the letter `c` is an arbitrary reference point in this definition.

```lean
/-- Inertia tensor about the point `c`, with entries `∑ m (|r|² δ_ab - r_a r_b)`, `r = x - c`. -/
def inertiaTensor (m : ι → ℝ) (x : ι → Vec) (c : Vec) : Matrix (Fin 3) (Fin 3) ℝ :=
  Matrix.of fun a b => ∑ i, m i *
    (((x i - c) ⬝ᵥ (x i - c)) * (if a = b then 1 else 0) - (x i a - c a) * (x i b - c b))
```

A real number $l$ is an eigenvalue of $A$ if $Av = l v$ for some nonzero $v$. For the central inertia tensor these numbers are the principal moments.

```lean
/-- The real eigenvalues of a 3 × 3 matrix. -/
def eigenvalueSet (A : Matrix (Fin 3) (Fin 3) ℝ) : Set ℝ :=
  {l | ∃ v : Vec, v ≠ 0 ∧ A *ᵥ v = l • v}
```

## Distance to a line by completing the square

Let $|u| = 1$ and $r = y - p$. Then

$$|r - t u|^2 = |r|^2 - 2t\,(r\cdot u) + t^2 = |r|^2 - (r\cdot u)^2 + (t - r\cdot u)^2 .$$

The last square vanishes at $t = r\cdot u$, so the infimum is attained there and equals $|r|^2 - (r\cdot u)^2$. In the proof, `key` is this identity; the unit length of $u$ enters through the coefficient of $t^2$. The statement `h` then says that the value is reached and is a lower bound.

```lean
/-- Pythagoras: for a unit direction `u`, the squared distance to the line is
`|y - p|² - ((y - p)·u)²`. -/
theorem lineSqDist_eq (p y : Vec) {u : Vec} (hu : u ⬝ᵥ u = 1) :
    lineSqDist p u y = (y - p) ⬝ᵥ (y - p) - ((y - p) ⬝ᵥ u) ^ 2 := by
  -- complete the square in the position `t` along the line
  have key : ∀ t : ℝ, (y - (p + t • u)) ⬝ᵥ (y - (p + t • u)) =
      ((y - p) ⬝ᵥ (y - p) - ((y - p) ⬝ᵥ u) ^ 2) + (t - (y - p) ⬝ᵥ u) ^ 2 := by
    intro t
    simp only [dotProduct, Fin.sum_univ_three, Pi.sub_apply, Pi.add_apply, Pi.smul_apply,
      smul_eq_mul] at hu ⊢
    linear_combination t ^ 2 * hu
  have h : IsLeast (Set.range fun t : ℝ => (y - (p + t • u)) ⬝ᵥ (y - (p + t • u)))
      ((y - p) ⬝ᵥ (y - p) - ((y - p) ⬝ᵥ u) ^ 2) := by
    constructor
    · refine ⟨(y - p) ⬝ᵥ u, ?_⟩
      simp only [key]
      ring
    · rintro _ ⟨t, rfl⟩
      simp only [key]
      linarith [sq_nonneg (t - (y - p) ⬝ᵥ u)]
  exact h.csInf_eq
```

Every $|y - (p + tu)|^2$ is a sum of squares, so the infimum is nonnegative.

```lean
/-- The squared distance to a line is nonnegative. -/
lemma lineSqDist_nonneg (p u y : Vec) : 0 ≤ lineSqDist p u y :=
  Real.iInf_nonneg fun _ => Finset.sum_nonneg fun _ _ => mul_self_nonneg _
```

## The moment as a quadratic form

With $r_i = x_i - p$, contracting the inertia tensor about $p$ twice with $u$ gives

$$u\cdot I u = \sum_i m_i\left(|r_i|^2\,|u|^2 - (r_i\cdot u)^2\right).$$

For a unit vector each bracket is the squared distance just found, so $S(p,u) = u\cdot I u$. The proof expands the components to get the displayed formula, then substitutes the distance term by term.

```lean
/-- The moment about a line through `p` with unit direction `u` is the quadratic form
`u·I u` of the inertia tensor about `p`. -/
theorem lineMoment_eq (m : ι → ℝ) (x : ι → Vec) (p : Vec) {u : Vec} (hu : u ⬝ᵥ u = 1) :
    lineMoment m x p u = u ⬝ᵥ (inertiaTensor m x p *ᵥ u) := by
  have h : u ⬝ᵥ (inertiaTensor m x p *ᵥ u) = ∑ i, m i *
      (((x i - p) ⬝ᵥ (x i - p)) * (u ⬝ᵥ u) - ((x i - p) ⬝ᵥ u) ^ 2) := by
    simp only [dotProduct, mulVec, inertiaTensor, Matrix.of_apply, Fin.sum_univ_three,
      Finset.sum_mul, Finset.mul_sum, ← Finset.sum_add_distrib]
    refine Finset.sum_congr rfl fun i _ => ?_
    simp only [Pi.sub_apply, Fin.reduceEq, if_true, if_false]
    ring
  rw [h, hu]
  exact Finset.sum_congr rfl fun i _ => by rw [lineSqDist_eq p (x i) hu, mul_one]
```

## Splitting off the centre of mass

Now let $r_i = x_i - c$ and $s = c - p$, so that $x_i - p = r_i + s$. Expanding the squared distance gives

$$|r_i + s|^2 - ((r_i+s)\cdot u)^2 = \left[|r_i|^2 - (r_i\cdot u)^2\right] + \left[|s|^2 - (s\cdot u)^2\right] + 2\,r_i\cdot\left(s - (s\cdot u)u\right).$$

Multiply by $m_i$ and sum. The cross term vanishes because $\sum_i m_i r_i = 0$, which leaves

$$S(p,u) = S(c,u) + M h^2,$$

where $h$ is the distance from the centre of mass to the line. In the code, `h0` is the vanishing of the first moments, `e` is the vector $2(s - (s\cdot u)u)$, and `key` is the expansion for one particle.

```lean
/-- Parallel axis theorem: for nonzero total mass and a unit direction, the moment about a line
is that about the parallel line through the centre of mass, plus the total mass times the squared
distance of the centre of mass from the line. -/
theorem parallel_axis (m : ι → ℝ) (x : ι → Vec) (hM : ∑ i, m i ≠ 0) (p : Vec) {u : Vec}
    (hu : u ⬝ᵥ u = 1) :
    lineMoment m x p u = lineMoment m x (centreOfMass m x) u
      + (∑ i, m i) * lineSqDist p u (centreOfMass m x) := by
  -- the first moments about the centre of mass vanish
  have h0 : ∀ a, ∑ i, m i * (x i a - centreOfMass m x a) = 0 := by
    intro a
    have hc : centreOfMass m x a = (∑ i, m i)⁻¹ * ∑ i, m i * x i a := by
      simp [centreOfMass, Finset.sum_apply]
    simp only [mul_sub, Finset.sum_sub_distrib, ← Finset.sum_mul]
    rw [hc, mul_inv_cancel_left₀ hM, sub_self]
  generalize centreOfMass m x = c at h0 ⊢
  -- the cross terms are linear in the positions relative to the centre of mass
  obtain ⟨e, he⟩ : ∃ e : Vec, e = fun a => 2 * ((c a - p a) - ((c - p) ⬝ᵥ u) * u a) := ⟨_, rfl⟩
  have key : ∀ i, m i * lineSqDist p u (x i) = m i * lineSqDist c u (x i)
      + m i * lineSqDist p u c + (e 0 * (m i * (x i 0 - c 0))
      + e 1 * (m i * (x i 1 - c 1)) + e 2 * (m i * (x i 2 - c 2))) := by
    intro i
    rw [lineSqDist_eq p (x i) hu, lineSqDist_eq c (x i) hu, lineSqDist_eq p c hu, he]
    simp only [dotProduct, Fin.sum_univ_three, Pi.sub_apply]
    ring
  unfold lineMoment
  rw [Finset.sum_congr rfl fun i _ => key i]
  simp only [Finset.sum_add_distrib, ← Finset.mul_sum, ← Finset.sum_mul, h0]
  ring
```

## The smallest eigenvalue bounds the quadratic form

Exchanging $a$ and $b$ leaves $I_{ab}$ unchanged. For real matrices, `IsHermitian` means just this symmetry.

```lean
/-- The inertia tensor is symmetric. -/
lemma inertiaTensor_isHermitian (m : ι → ℝ) (x : ι → Vec) (c : Vec) :
    (inertiaTensor m x c).IsHermitian := by
  refine (conjTranspose_eq_transpose_of_trivial _).trans (Matrix.IsSymm.ext fun a b => ?_)
  simp only [inertiaTensor, Matrix.of_apply]
  refine Finset.sum_congr rfl fun i _ => ?_
  by_cases h : a = b
  · subst h; rfl
  · rw [if_neg h, if_neg (Ne.symm h)]; ring
```

A real symmetric matrix therefore has an orthonormal basis of eigenvectors. The next lemma places the eigenvalues supplied by Mathlib's spectral theorem in the set defined above.

```lean
/-- The eigenvalues listed by the spectral theorem have nonzero eigenvectors. -/
lemma eigenvalues_mem {A : Matrix (Fin 3) (Fin 3) ℝ} (hA : A.IsHermitian) (j : Fin 3) :
    hA.eigenvalues j ∈ eigenvalueSet A :=
  ⟨(hA.eigenvectorBasis j).ofLp, fun h => hA.eigenvectorBasis.orthonormal.ne_zero j
    (by ext i; exact congrFun h i), hA.mulVec_eigenvectorBasis j⟩
```

That set is nonempty, and it is finite because a $3\times 3$ matrix has at most three distinct eigenvalues. It therefore has a least element $\mu$ (here an eigenvalue, not a reduced mass).

```lean
/-- A real symmetric 3 × 3 matrix has a least eigenvalue. -/
lemma exists_least_eigenvalue {A : Matrix (Fin 3) (Fin 3) ℝ} (hA : A.IsHermitian) :
    ∃ μ, IsLeast (eigenvalueSet A) μ := by
  have hfin : (eigenvalueSet A).Finite :=
    (Module.End.finite_hasEigenvalue A.mulVecLin).subset fun l ⟨v, hv, h⟩ =>
      Module.End.hasEigenvalue_of_hasEigenvector ⟨Module.End.mem_eigenspace_iff.mpr h, hv⟩
  obtain ⟨μ, h1, h2⟩ := Set.exists_min_image _ id hfin ⟨_, eigenvalues_mem hA 0⟩
  exact ⟨μ, h1, h2⟩
```

Put $B = A - \mu 1$. If $Bw = \nu w$ with $w \neq 0$, then $Aw = (\mu+\nu)w$, and since $\mu$ is the least eigenvalue of $A$, $\nu \ge 0$. Expand $v = \sum_j a_j w_j$ in orthonormal eigenvectors of $B$ with eigenvalues $\nu_j$:

$$v\cdot A v - \mu |v|^2 = v\cdot B v = \sum_j \nu_j a_j^2 \ge 0 .$$

Equality forces $a_j = 0$ wherever $\nu_j > 0$, so $Bv = 0$, that is, $Av = \mu v$. The converse is immediate. The proof shows that $B$ has no negative eigenvalue and takes both the inequality and its equality case from Mathlib's results on positive semidefinite matrices.

```lean
/-- Rayleigh bound: for a real symmetric matrix with least eigenvalue `μ`, `v·A v ≥ μ |v|²`, with
equality exactly when `A v = μ v`. -/
theorem rayleigh_bound {A : Matrix (Fin 3) (Fin 3) ℝ} (hA : A.IsHermitian) {μ : ℝ}
    (hμ : IsLeast (eigenvalueSet A) μ) (v : Vec) :
    μ * (v ⬝ᵥ v) ≤ v ⬝ᵥ (A *ᵥ v) ∧
      (v ⬝ᵥ (A *ᵥ v) = μ * (v ⬝ᵥ v) ↔ A *ᵥ v = μ • v) := by
  have hB : (A - μ • (1 : Matrix (Fin 3) (Fin 3) ℝ)).IsHermitian := by
    unfold Matrix.IsHermitian
    rw [conjTranspose_sub, conjTranspose_smul, conjTranspose_one, star_trivial, hA.eq]
  have hmul : ∀ w : Vec, (A - μ • (1 : Matrix (Fin 3) (Fin 3) ℝ)) *ᵥ w = A *ᵥ w - μ • w :=
    fun w => by rw [sub_mulVec, smul_mulVec, one_mulVec]
  -- the shifted matrix has no negative eigenvalue
  have hP := hB.posSemidef_iff_eigenvalues_nonneg.mpr fun j => by
    obtain ⟨w, hw, h⟩ := eigenvalues_mem hB j
    have hl := hμ.2 (show μ + hB.eigenvalues j ∈ eigenvalueSet A from
      ⟨w, hw, by rw [add_smul, ← h, hmul]; abel⟩)
    show (0 : ℝ) ≤ hB.eigenvalues j
    linarith
  have hn := hP.dotProduct_mulVec_nonneg v
  have hz := hP.dotProduct_mulVec_zero_iff v
  rw [star_trivial, hmul, dotProduct_sub, dotProduct_smul, smul_eq_mul] at hn hz
  exact ⟨by linarith, sub_eq_zero.symm.trans (hz.trans sub_eq_zero)⟩
```

## The minimum over all lines

Let $I$ be the central inertia tensor and $\mu$ its least eigenvalue. For every line with unit direction $u$,

$$S(p,u) = u\cdot I u + M h^2 \ge \mu .$$

To reach the bound, take an eigenvector $v$ for $\mu$ and set $u = v/|v|$. The line through $c$ along $u$ has moment $u\cdot I u = \mu$.

The theorem produces one number `μ` with three properties. It is the least eigenvalue of the central tensor; it is the least element of the set of moments about all lines, where `IsLeast` means both that the value occurs and that none is smaller; and it is attained by a line through the centre of mass along a unit eigenvector.

```lean
/-- For point masses with positive total mass, the minimum over all lines of the mass-weighted sum
of squared distances exists and equals the least eigenvalue of the central inertia tensor; a line
through the centre of mass along an eigenvector attains it. -/
theorem min_lineMoment_eq_least_eigenvalue (m : ι → ℝ) (x : ι → Vec) (hM : 0 < ∑ i, m i) :
    ∃ μ : ℝ, IsLeast (eigenvalueSet (inertiaTensor m x (centreOfMass m x))) μ ∧
      IsLeast {S | ∃ p u : Vec, u ⬝ᵥ u = 1 ∧ lineMoment m x p u = S} μ ∧
      ∃ u : Vec, u ⬝ᵥ u = 1 ∧ inertiaTensor m x (centreOfMass m x) *ᵥ u = μ • u ∧
        lineMoment m x (centreOfMass m x) u = μ := by
  have hA := inertiaTensor_isHermitian m x (centreOfMass m x)
  obtain ⟨μ, hμ⟩ := exists_least_eigenvalue hA
  -- normalise an eigenvector
  obtain ⟨u, hu, hAu⟩ : ∃ u : Vec, u ⬝ᵥ u = 1 ∧
      inertiaTensor m x (centreOfMass m x) *ᵥ u = μ • u := by
    obtain ⟨v, hv, hAv⟩ := hμ.1
    have hpos : 0 < v ⬝ᵥ v := lt_of_le_of_ne (Finset.sum_nonneg fun _ _ => mul_self_nonneg _)
      fun h => hv (dotProduct_self_eq_zero.mp h.symm)
    have hr := Real.sqrt_pos.mpr hpos
    have hrr := Real.mul_self_sqrt hpos.le
    generalize √(v ⬝ᵥ v) = r at hr hrr
    refine ⟨r⁻¹ • v, ?_, by rw [mulVec_smul, hAv, smul_comm]⟩
    rw [smul_dotProduct, dotProduct_smul, ← hrr, smul_eq_mul, smul_eq_mul]
    field_simp
  have hmom : lineMoment m x (centreOfMass m x) u = μ := by
    rw [lineMoment_eq m x _ hu, hAu, dotProduct_smul, hu, smul_eq_mul, mul_one]
  refine ⟨μ, hμ, ⟨⟨_, u, hu, hmom⟩, ?_⟩, u, hu, hAu, hmom⟩
  rintro _ ⟨p, v, hv, rfl⟩
  have h := (rayleigh_bound hA hμ v).1
  rw [hv, mul_one] at h
  rw [parallel_axis m x hM.ne' p hv, lineMoment_eq m x _ hv]
  linarith [mul_nonneg hM.le (lineSqDist_nonneg p v (centreOfMass m x))]
```

The optimal lines can also be identified. Write

$$S(p,u) - \mu = (u\cdot I u - \mu) + M h^2 .$$

Both terms are nonnegative, so the sum vanishes exactly when each does. Since $M > 0$, the second gives $h = 0$; the first gives $Iu = \mu u$ by the equality case above. The distance is attained at a point of the line, so $h = 0$ means that the line contains the centre of mass.

```lean
/-- For positive total mass, the moment about a line with unit direction `u` equals the least
central eigenvalue `μ` exactly when the centre of mass has distance zero from the line and `u` is
an eigenvector for `μ`. -/
theorem lineMoment_eq_least_iff (m : ι → ℝ) (x : ι → Vec) (hM : 0 < ∑ i, m i) {μ : ℝ}
    (hμ : IsLeast (eigenvalueSet (inertiaTensor m x (centreOfMass m x))) μ)
    (p : Vec) {u : Vec} (hu : u ⬝ᵥ u = 1) :
    lineMoment m x p u = μ ↔ lineSqDist p u (centreOfMass m x) = 0 ∧
      inertiaTensor m x (centreOfMass m x) *ᵥ u = μ • u := by
  obtain ⟨h1, h2⟩ := rayleigh_bound (inertiaTensor_isHermitian m x _) hμ u
  rw [hu, mul_one] at h1 h2
  rw [← h2, parallel_axis m x hM.ne' p hu, lineMoment_eq m x _ hu]
  constructor
  · intro h
    -- both contributions are at their lower bounds
    have h3 := mul_nonneg hM.le (lineSqDist_nonneg p u (centreOfMass m x))
    have h4 : (∑ i, m i) * lineSqDist p u (centreOfMass m x) = 0 := by linarith
    exact ⟨(mul_eq_zero.mp h4).resolve_left hM.ne', by linarith⟩
  · rintro ⟨h3, h4⟩
    rw [h3, h4, mul_zero, add_zero]

end

end BestAxis
```

```lean
#print axioms BestAxis.min_lineMoment_eq_least_eigenvalue
#print axioms BestAxis.lineMoment_eq_least_iff
```

```
'BestAxis.min_lineMoment_eq_least_eigenvalue' depends on axioms: [propext, Classical.choice, Quot.sound]
'BestAxis.lineMoment_eq_least_iff' depends on axioms: [propext, Classical.choice, Quot.sound]
```

## One particle, and molecules as rigid rotors

For a single particle of positive mass the central inertia tensor is zero. Every direction is then an eigenvector for $\mu = 0$, and the optimal lines are all the lines through the particle. In general the optimal direction is unique up to sign only when the smallest principal moment is nondegenerate.

For a nonlinear molecule treated as a rigid rotor at one fixed geometry, $\mu$ is the principal moment that belongs to the largest rotational constant. The step from the theorem to a real molecule is the replacement of moving nuclei and electrons by point masses at fixed distances from one another.
